# Evenly spread abelian symmetry labels reduce the number of doubles amplitudes by a factor h and that of ladder multiplications by h²

Let $G$ be a finite abelian group of order $h$, written multiplicatively. Its elements are the symmetry labels of orbitals: irreducible representations of an abelian point group, or crystal momenta on a finite mesh closed under addition modulo reciprocal lattice vectors. Occupied orbitals form a finite type `O` with label map `s : O → G`, and virtual orbitals a finite type `V` with label map `t : V → G`. In formulas I write $s_i$ and $t_a$.

```lean
import Mathlib

open Finset

namespace SymmetryOperationCounts

variable {G O V : Type*} [CommGroup G] [Fintype G] [DecidableEq G] [Fintype O] [Fintype V]
```

Orbitals are evenly spread if every label carries the same number $n$ of them.

```lean
/-- The label map `s` puts exactly `n` orbitals into every symmetry label. -/
def EvenlySpread (s : O → G) (n : ℕ) : Prop :=
  ∀ g : G, (univ.filter (fun x => s x = g)).card = n
```

For a pair label $g$, let $P(g)$ be the number of ordered occupied pairs $(i,j)$ with $s_is_j=g$, and $Q(g)$ the number of ordered virtual pairs $(a,b)$ with $t_at_b=g$. These are the sizes of `pairs s g` and `pairs t g`.

```lean
/-- Ordered orbital pairs whose label product is `g`. -/
def pairs (s : O → G) (g : G) : Finset (O × O) :=
  univ.filter (fun p => s p.1 * s p.2 = g)
```

A doubles amplitude $T_{ij}^{ab}$ is allowed if $s_is_j=t_at_b$.

```lean
/-- Symmetry-allowed quadruples `((i, j), (a, b))`: the label products of `ij` and `ab` agree. -/
def amplitudes (s : O → G) (t : V → G) : Finset ((O × O) × (V × V)) :=
  univ.filter (fun q => s q.1.1 * s q.1.2 = t q.2.1 * t q.2.2)
```

The particle-particle ladder term of coupled-cluster doubles sums $\langle ab|cd\rangle\,T_{ij}^{cd}$ over $c,d$ for each $i,j,a,b$. One sextuple stands for one multiplication, and it is allowed if $ij$, $cd$ and $ab$ share one label product.

```lean
/-- Symmetry-allowed ladder sextuples `((i, j), (a, b), (c, d))`: the label products of
`ij`, `cd` and `ab` all agree. -/
def ladderTerms (s : O → G) (t : V → G) : Finset ((O × O) × ((V × V) × (V × V))) :=
  univ.filter (fun q => s q.1.1 * s q.1.2 = t q.2.2.1 * t q.2.2.2 ∧
    t q.2.2.1 * t q.2.2.2 = t q.2.1.1 * t q.2.1.2)
```

All tuples are ordered and may repeat an orbital, so savings from permutational symmetry are not included. The counts concern index tuples, not run time, and an allowed quantity may still be zero.

## Labels that multiply, and the blocks they create

The selection rule is built into the two definitions rather than derived from a Hamiltonian. It stands for a symmetry of the Hamiltonian that makes every matrix element between pairs of different label product vanish. That $G$ is abelian reflects one-dimensional representations: the product of two labels is again a single label. With higher-dimensional representations a product generally decomposes into several, and this model no longer applies.

By hand, sort the allowed quadruples by $g=s_is_j$. Within the block of $g$, any of the $P(g)$ occupied pairs goes with any of the $Q(g)$ virtual pairs, so

$$N_{\text{amp}}=\sum_{g\in G}P(g)\,Q(g).$$

This holds for any label maps. In the proof, `Finset.card_eq_sum_card_fiberwise` does the sorting, and the `ext` step shows that each block is the Cartesian product of two pair sets.

```lean
/-- For any distribution of orbitals over the labels, the allowed quadruples are counted
block by block, one block for each pair label `g`. -/
theorem card_amplitudes_eq_sum (s : O → G) (t : V → G) :
    (amplitudes s t).card = ∑ g : G, (pairs s g).card * (pairs t g).card := by
  rw [Finset.card_eq_sum_card_fiberwise
    (f := fun q : (O × O) × (V × V) => s q.1.1 * s q.1.2) (t := univ) (fun _ _ => by simp)]
  refine Finset.sum_congr rfl fun g _ => ?_
  -- the block of label `g` is a full rectangle of pairs
  rw [← Finset.card_product]
  congr 1
  ext ⟨⟨i, j⟩, ⟨a, b⟩⟩
  simp only [amplitudes, pairs, mem_filter, mem_univ, true_and, mem_product]
  constructor
  · rintro ⟨h1, h2⟩
    exact ⟨h2, h1.symm.trans h2⟩
  · rintro ⟨h1, h2⟩
    exact ⟨h1.trans h2.symm, h1⟩
```

A ladder sextuple has two virtual pairs in the same block, chosen independently, which gives

$$N_{\text{lad}}=\sum_{g\in G}P(g)\,Q(g)^2.$$

The proof has the same form, with a threefold product.

```lean
/-- For any distribution of orbitals over the labels, the allowed ladder sextuples are counted
block by block, with the virtual pairs of each block entering twice. -/
theorem card_ladderTerms_eq_sum (s : O → G) (t : V → G) :
    (ladderTerms s t).card = ∑ g : G, (pairs s g).card * (pairs t g).card ^ 2 := by
  rw [Finset.card_eq_sum_card_fiberwise
    (f := fun q : (O × O) × ((V × V) × (V × V)) => s q.1.1 * s q.1.2)
    (t := univ) (fun _ _ => by simp)]
  refine Finset.sum_congr rfl fun g _ => ?_
  rw [sq, ← Finset.card_product, ← Finset.card_product]
  congr 1
  ext ⟨⟨i, j⟩, ⟨⟨a, b⟩, ⟨c, d⟩⟩⟩
  simp only [ladderTerms, pairs, mem_filter, mem_univ, true_and, mem_product]
  constructor
  · rintro ⟨⟨h1, h2⟩, h3⟩
    have h4 := h1.symm.trans h3
    exact ⟨h3, h2.symm.trans h4, h4⟩
  · rintro ⟨h1, h2, h3⟩
    exact ⟨⟨h1.trans h3.symm, h3.trans h2.symm⟩, h1⟩
```

## The same number of orbitals in every label

The hypotheses `hs : EvenlySpread s o` and `ht : EvenlySpread t v` say that each label has exactly $o$ occupied and $v$ virtual orbitals. This is natural for an insulator with the same number of bands at every mesh point. For a molecule it is an idealisation, since its irreducible representations usually hold different numbers of orbitals.

The first consequence is the total: $h$ labels with $n$ orbitals each make $hn$ orbitals.

```lean
omit [CommGroup G] in
/-- With `n` orbitals in each of the `h` labels there are `h * n` orbitals in all. -/
theorem card_orbitals {s : O → G} {n : ℕ} (hs : EvenlySpread s n) :
    Fintype.card O = Fintype.card G * n := by
  rw [← Finset.card_univ, Finset.card_eq_sum_card_fiberwise
    (f := s) (t := univ) (fun _ _ => by simp), Finset.sum_congr rfl (fun g _ => hs g)]
  simp
```

The second is that all pair labels are equally populated. Fix $g$ and choose the first orbital $i$ in $hn$ ways. The second must then have label $s_j=s_i^{-1}g$, and exactly $n$ orbitals do. The number of pairs is therefore $hn\cdot n=hn^2$ for every $g$, that is, $P(g)=ho^2$ and $Q(g)=hv^2$.

The proof sorts the pairs by their first member. `hset` identifies the pairs starting with $i$ as $\{i\}$ times one label class, even spread gives that class size $n$, and `card_orbitals` supplies the number of choices for $i$. Only inverses and associativity enter here; commutativity belongs to the physics.

```lean
/-- With `n` orbitals in each of the `h` labels, every pair label is reached by
`h * n ^ 2` ordered pairs. -/
theorem card_pairs {s : O → G} {n : ℕ} (hs : EvenlySpread s n) (g : G) :
    (pairs s g).card = Fintype.card G * n ^ 2 := by
  classical
  -- the first orbital fixes the label of the second
  have hfib : ∀ i : O, ((pairs s g).filter (fun p => p.1 = i)).card = n := by
    intro i
    have hset : (pairs s g).filter (fun p => p.1 = i)
        = {i} ×ˢ univ.filter (fun j => s j = (s i)⁻¹ * g) := by
      ext ⟨a, b⟩
      simp only [pairs, mem_filter, mem_univ, true_and, mem_product, mem_singleton]
      constructor
      · rintro ⟨h, rfl⟩
        exact ⟨rfl, eq_inv_mul_of_mul_eq h⟩
      · rintro ⟨rfl, h⟩
        exact ⟨by rw [h, mul_inv_cancel_left], rfl⟩
    rw [hset, Finset.card_product, Finset.card_singleton, hs, one_mul]
  rw [Finset.card_eq_sum_card_fiberwise
    (f := fun p : O × O => p.1) (t := univ) (fun _ _ => by simp),
    Finset.sum_congr rfl (fun i _ => hfib i), Finset.sum_const, Finset.card_univ,
    card_orbitals hs, smul_eq_mul]
  ring
```

Inserting these constants into the block sums gives

$$N_{\text{amp}}=h\cdot ho^2\cdot hv^2=h^3o^2v^2,\qquad N_{\text{lad}}=h\cdot ho^2\cdot(hv^2)^2=h^4o^2v^4.$$

The Lean proof makes the same substitution and leaves the algebra to `ring`.

```lean
/-- With `o` occupied and `v` virtual orbitals in each of `h` labels, symmetry allows
`h³o²v²` quadruples and `h⁴o²v⁴` ladder sextuples. -/
theorem symmetry_operation_counts {s : O → G} {t : V → G} {o v : ℕ}
    (hs : EvenlySpread s o) (ht : EvenlySpread t v) :
    (amplitudes s t).card = Fintype.card G ^ 3 * o ^ 2 * v ^ 2 ∧
    (ladderTerms s t).card = Fintype.card G ^ 4 * o ^ 2 * v ^ 4 := by
  rw [card_amplitudes_eq_sum, card_ladderTerms_eq_sum]
  simp only [card_pairs hs, card_pairs ht, Finset.sum_const, Finset.card_univ, smul_eq_mul]
  constructor <;> ring
```

Without the selection rule there are $(ho)^2(hv)^2=h^4o^2v^2$ quadruples and $(ho)^2(hv)^4=h^6o^2v^4$ sextuples. These are $h$ and $h^2$ times the allowed numbers. The theorem states the ratios as products; for $o,v\ge 1$ they say that fractions $1/h$ and $1/h^2$ are allowed.

```lean
/-- For evenly spread orbitals, all quadruples are `h` times as many as the allowed ones, and
all ladder sextuples are `h²` times as many as the allowed ones. -/
theorem symmetry_savings {s : O → G} {t : V → G} {o v : ℕ}
    (hs : EvenlySpread s o) (ht : EvenlySpread t v) :
    Fintype.card ((O × O) × (V × V)) = Fintype.card G * (amplitudes s t).card ∧
    Fintype.card ((O × O) × ((V × V) × (V × V)))
      = Fintype.card G ^ 2 * (ladderTerms s t).card := by
  obtain ⟨h1, h2⟩ := symmetry_operation_counts hs ht
  rw [h1, h2]
  simp only [Fintype.card_prod, card_orbitals hs, card_orbitals ht]
  constructor <;> ring
```

For evenly spread orbitals, then, abelian symmetry reduces the number of multiplications in the ladder term by a factor $h^2$, but the number of doubles amplitudes only by a factor $h$.

If only the virtual orbitals are evenly spread, $Q(g)=hv^2$ can still be taken out of both block sums, and $\sum_gP(g)$ is the number of all occupied pairs. The same two fractions follow by hand, although the theorem assumes both conditions.

## Uneven distributions

With no condition on $t$, a bound remains for quadruples of virtual orbitals, the index pattern of the integrals $\langle ab|cd\rangle$. Let $N_V$ be the number of virtual orbitals. Every pair has some label, so $\sum_gQ(g)=N_V^2$, and the Cauchy-Schwarz inequality gives

$$N_V^4=\Big(\sum_{g}Q(g)\Big)^2\le h\sum_{g}Q(g)^2.$$

The last sum counts the allowed quadruples, written `amplitudes t t` because both pairs are virtual. At least a fraction $1/h$ of these quadruples is therefore allowed when $N_V\ge1$, and an even spread attains this minimum. In the proof, `hsum` is the first identity and `hcs` the inequality.

```lean
/-- However the virtual orbitals are distributed over the `h` labels, at least a fraction `1/h`
of all quadruples of virtual orbitals is symmetry-allowed. -/
theorem virtual_quadruples_lower_bound (t : V → G) :
    Fintype.card V ^ 4 ≤ Fintype.card G * (amplitudes t t).card := by
  have hsum : Fintype.card V ^ 2 = ∑ g : G, (pairs t g).card := by
    rw [sq, ← Fintype.card_prod, ← Finset.card_univ]
    exact Finset.card_eq_sum_card_fiberwise
      (f := fun p : V × V => t p.1 * t p.2) (fun _ _ => by simp)
  -- Cauchy-Schwarz over the pair labels
  have hcs := sq_sum_le_card_mul_sum_sq (s := (univ : Finset G))
    (f := fun g => (pairs t g).card)
  rw [← hsum, Finset.card_univ] at hcs
  rw [card_amplitudes_eq_sum]
  calc Fintype.card V ^ 4 = (Fintype.card V ^ 2) ^ 2 := by ring
    _ ≤ Fintype.card G * ∑ g : G, (pairs t g).card ^ 2 := hcs
    _ = Fintype.card G * ∑ g : G, (pairs t g).card * (pairs t g).card := by
      simp only [sq]
```

The proof uses that both pairs have the same distribution. For mixed quadruples with arbitrary label maps the bound can fail: with $G=\mathbb Z_3$ in additive notation, at least one orbital of each kind, all occupied labels $0$ and all virtual labels $1$, the pair labels are $0$ and $2$, and no amplitude is allowed. This is a formal example, not a typical molecule or crystal: time-reversal symmetry would pair the virtual orbitals of label $1$ with equally many of label $2$.

The opposite extreme gives every orbital the trivial label. Both sides of each selection rule are then $1$, every tuple is allowed, and nothing is saved, however large $h$ is. The proof simplifies the definitions with the hypotheses `hs` and `ht`, which here state triviality.

```lean
omit [Fintype G] in
/-- If every orbital carries the trivial label, all quadruples and all ladder sextuples
are allowed. -/
theorem no_savings_of_trivial_labels {s : O → G} {t : V → G}
    (hs : ∀ i, s i = 1) (ht : ∀ a, t a = 1) :
    amplitudes s t = univ ∧ ladderTerms s t = univ := by
  constructor
  · ext q
    simp [amplitudes, hs, ht]
  · ext q
    simp [ladderTerms, hs, ht]
```

Even spread can be realised for every group and every $n$: number the orbitals by a label and an index below $n$, and let the label map return the first entry. The orbitals with label $g$ are then the $n$ pairs $(g,k)$, which is what the proof counts.

```lean
omit [CommGroup G] in
/-- Orbitals numbered by a label and an index below `n` are evenly spread,
with `n` orbitals per label. -/
theorem evenlySpread_witness (n : ℕ) :
    EvenlySpread (Prod.fst : G × Fin n → G) n := by
  intro g
  have hset : univ.filter (fun x : G × Fin n => x.1 = g) = {g} ×ˢ univ := by
    ext ⟨a, k⟩
    simp only [mem_filter, mem_univ, true_and, and_true, mem_product, mem_singleton]
  rw [hset, Finset.card_product, Finset.card_singleton, Finset.card_univ, Fintype.card_fin,
    one_mul]

end SymmetryOperationCounts
```

```lean
#print axioms SymmetryOperationCounts.symmetry_savings
#print axioms SymmetryOperationCounts.virtual_quadruples_lower_bound
#print axioms SymmetryOperationCounts.no_savings_of_trivial_labels
```

```
'SymmetryOperationCounts.symmetry_savings' depends on axioms: [propext, Classical.choice, Quot.sound]
'SymmetryOperationCounts.virtual_quadruples_lower_bound' depends on axioms: [propext, Classical.choice, Quot.sound]
'SymmetryOperationCounts.no_savings_of_trivial_labels' depends on axioms: [propext, Classical.choice, Quot.sound]
```
